# Free Dirac electron pairs with one negative energy come within $\pi c/L$ of any energy in a periodic box

In a four-component second-order correlation calculation within the no-pair approximation, the Dirac–Fock matrix is diagonalised and the negative-energy spinors are removed from the list of virtuals before the pair sum is formed. With a kinetically balanced basis of $N$ large-component and $N$ small-component functions, these are the lowest $N$ solutions. The sum then runs over pairs $r,s$ of the remaining virtuals, with terms

$$\frac{|\langle rs|g|ij\rangle|^2}{E-e_r-e_s},$$

where $g$ is the electron interaction, $|ij\rangle$ and $|rs\rangle$ are antisymmetrised pairs of occupied and of virtual spinors, $E$ is the sum of the energies of $i$ and $j$, and $e_r,e_s$ are the virtual energies. If the negative-energy spinors stayed in the list, $e_r$ and $e_s$ could have opposite signs and their sum could fall close to $E$. For non-interacting electrons moving along one axis of a periodic box, the theorems below show that such near-coincidences occur at every $E$ once the box is long enough, and that a pair of positive-energy electrons stays at or above $2c^2$.

```lean
import Mathlib

open Matrix

namespace ContinuumDissolution

noncomputable section
```

## Energies and momenta in the box

Units are chosen so that $\hbar$ and the electron mass are 1, and $c$ is the speed of light. A free electron of momentum $p$ has the energy

$$e(p)=c\sqrt{p^2+c^2},$$

which includes the rest energy $e(0)=c^2$. Programs often subtract $c^2$ per electron; this leaves the denominators unchanged if $E$ is shifted in the same way.

```lean
/-- The relativistic energy `c √(p² + c²)` of a free electron of unit mass with momentum `p`. -/
def energy (c p : ℝ) : ℝ := c * Real.sqrt (p ^ 2 + c ^ 2)
```

A periodic box of length $L$ admits the momenta $p_n=2\pi n/L$. In the code $n$ is a natural number, so only non-negative momenta are used; the energy is even in $p$, and no levels are lost.

```lean
/-- The momentum `2πn/L` of the `n`-th plane wave in a periodic box of length `L ≠ 0`. -/
def boxMomentum (L : ℝ) (n : ℕ) : ℝ := 2 * Real.pi * n / L
```

## The Dirac matrix and its spinors

For motion along one axis the four-component Dirac Hamiltonian splits into two-component blocks, one for each spin direction. One of them is

$$h(p)=\begin{pmatrix}c^2&cp\\cp&-c^2\end{pmatrix}.$$

The other has $-p$ in place of $p$. Lean numbers the upper and lower components 0 and 1.

```lean
/-- The free Dirac Hamiltonian for motion along one axis, at momentum `p`. -/
def dirac (c p : ℝ) : Matrix (Fin 2) (Fin 2) ℝ := !![c ^ 2, c * p; c * p, -c ^ 2]
```

The positive-energy spinor is $u(p)=(e(p)+c^2,\;cp)$.

```lean
/-- The (unnormalised) positive-energy spinor at momentum `p`. -/
def posSpinor (c p : ℝ) : Fin 2 → ℝ := ![energy c p + c ^ 2, c * p]
```

The negative-energy spinor is $v(p)=(-cp,\;e(p)+c^2)$. For $c>0$ both have the norm $\sqrt{2e(p)\,(e(p)+c^2)}$, and division by it gives the normalised spinors.

```lean
/-- The (unnormalised) negative-energy spinor at momentum `p`. -/
def negSpinor (c p : ℝ) : Fin 2 → ℝ := ![-(c * p), energy c p + c ^ 2]
```

For two electrons in the block $h$, an amplitude is a $2\times2$ array $\Psi$, with the row index for the first electron and the column index for the second. Each index labels the upper or lower component. At momenta $p$ and $q$ the free Hamiltonian acts as

$$H\Psi=h(p)\Psi+\Psi h(q)^{\mathsf T}.$$

It contains neither a nucleus nor the electron interaction.

```lean
/-- The free two-electron Dirac Hamiltonian at momenta `p` and `q`, acting on an amplitude `Ψ`
whose row index belongs to the first electron and whose column index belongs to the second. -/
def twoElectron (c p q : ℝ) (Ψ : Matrix (Fin 2) (Fin 2) ℝ) : Matrix (Fin 2) (Fin 2) ℝ :=
  dirac c p * Ψ + Ψ * (dirac c q)ᵀ
```

## Eigenvalues $\pm e(p)$

Squaring the dispersion relation gives $e(p)^2=c^2(p^2+c^2)$.

```lean
lemma energy_sq (c p : ℝ) : energy c p ^ 2 = c ^ 2 * (p ^ 2 + c ^ 2) := by
  unfold energy
  rw [mul_pow, Real.sq_sqrt (by positivity)]
```

At rest, $e(0)=c\sqrt{c^2}=c^2$, where the last equality uses $c>0$.

```lean
lemma energy_zero {c : ℝ} (hc : 0 < c) : energy c 0 = c ^ 2 := by
  unfold energy
  rw [show (0 : ℝ) ^ 2 + c ^ 2 = c ^ 2 by ring, Real.sqrt_sq hc.le]
  ring
```

Multiplying out, and writing $e$ for $e(p)$,

$$h(p)u(p)=\begin{pmatrix}c^2e+c^4+c^2p^2\\cp\,e\end{pmatrix}=\begin{pmatrix}e^2+c^2e\\cp\,e\end{pmatrix}=e\,u(p),$$

$$h(p)v(p)=\begin{pmatrix}cp\,e\\-c^2p^2-c^4-c^2e\end{pmatrix}=\begin{pmatrix}cp\,e\\-e^2-c^2e\end{pmatrix}=-e\,v(p).$$

In each equation one component is an identity, closed by `ring`, and the other needs the squared dispersion relation, which `linear_combination` supplies.

```lean
/-- The Dirac Hamiltonian multiplies `posSpinor c p` by `energy c p` and `negSpinor c p` by
`-energy c p`. -/
theorem dirac_spinors (c p : ℝ) :
    dirac c p *ᵥ posSpinor c p = energy c p • posSpinor c p ∧
      dirac c p *ᵥ negSpinor c p = (-energy c p) • negSpinor c p := by
  have h := energy_sq c p
  constructor
  · ext i
    fin_cases i
    · simp [dirac, posSpinor, Matrix.mulVec, dotProduct, Fin.sum_univ_two]
      linear_combination -h
    · simp [dirac, posSpinor, Matrix.mulVec, dotProduct, Fin.sum_univ_two]
      ring
  · ext i
    fin_cases i
    · simp [dirac, negSpinor, Matrix.mulVec, dotProduct, Fin.sum_univ_two]
      ring
    · simp [dirac, negSpinor, Matrix.mulVec, dotProduct, Fin.sum_univ_two]
      linear_combination h
```

## Products of spinors

Let $h(p)u=au$ and $h(q)v=bv$ for any two spinors $u,v$. The product state is $\Psi=uv^{\mathsf T}$, with entries $\Psi_{ij}=u_iv_j$; in Lean it is `vecMulVec u v`. Then

$$H\Psi=(h(p)u)v^{\mathsf T}+u(h(q)v)^{\mathsf T}=(a+b)\,uv^{\mathsf T}.$$

The rewriting moves each matrix onto its own spinor, and the entries are then compared.

```lean
/-- If each electron is in an eigenstate of its Dirac Hamiltonian, the product is an eigenstate
of the two-electron Hamiltonian and the energies add. -/
theorem twoElectron_product {c p q a b : ℝ} {u v : Fin 2 → ℝ}
    (hu : dirac c p *ᵥ u = a • u) (hv : dirac c q *ᵥ v = b • v) :
    twoElectron c p q (vecMulVec u v) = (a + b) • vecMulVec u v := by
  unfold twoElectron
  rw [Matrix.mul_vecMulVec, Matrix.vecMulVec_mul, Matrix.vecMul_transpose, hu, hv]
  ext i j
  simp only [Matrix.add_apply, Matrix.smul_apply, Matrix.vecMulVec_apply, Pi.smul_apply,
    smul_eq_mul]
  ring
```

The product is not antisymmetrised. Exchanging the two electrons gives a state of the same free energy, so antisymmetrisation does not move the level, though it gives zero if both electrons occupy the same spinor. A positive-energy and a negative-energy spinor are never the same, so a mixed pair survives it.

## The energy changes by at most $c$ per unit of momentum

The group velocity $cp/\sqrt{p^2+c^2}$ is smaller than $c$ in size. An algebraic argument gives the corresponding bound without derivatives. Put $a=\sqrt{p^2+c^2}$ and $b=\sqrt{q^2+c^2}$. From

$$a^2b^2-(pq+c^2)^2=c^2(p-q)^2\ge0$$

follows $pq+c^2\le ab$, and therefore

$$(a-b)^2=p^2+q^2+2c^2-2ab\le(p-q)^2.$$

Taking roots and multiplying by $c$ gives $|e(p)-e(q)|\le c|p-q|$. In the code `hcs` is the inequality for $ab$ and `hab` the one for $|a-b|$.

```lean
/-- For `c > 0` the energies at two momenta differ by at most `c` times the difference of the
momenta. -/
theorem energy_lipschitz {c : ℝ} (hc : 0 < c) (p q : ℝ) :
    |energy c p - energy c q| ≤ c * |p - q| := by
  unfold energy
  have ha := Real.sq_sqrt (show 0 ≤ p ^ 2 + c ^ 2 by positivity)
  have hb := Real.sq_sqrt (show 0 ≤ q ^ 2 + c ^ 2 by positivity)
  have ha0 := Real.sqrt_nonneg (p ^ 2 + c ^ 2)
  have hb0 := Real.sqrt_nonneg (q ^ 2 + c ^ 2)
  set a := Real.sqrt (p ^ 2 + c ^ 2)
  set b := Real.sqrt (q ^ 2 + c ^ 2)
  -- Cauchy-Schwarz for the vectors (p, c) and (q, c)
  have hcs : p * q + c ^ 2 ≤ a * b := by
    have h : (p * q + c ^ 2) ^ 2 ≤ (a * b) ^ 2 := by
      rw [mul_pow, ha, hb]
      nlinarith [sq_nonneg (c * (p - q))]
    have h' := sq_le_sq.mp h
    rw [abs_of_nonneg (mul_nonneg ha0 hb0)] at h'
    exact (le_abs_self _).trans h'
  have hab : |a - b| ≤ |p - q| := sq_le_sq.mp (by nlinarith)
  rw [← mul_sub, abs_mul, abs_of_pos hc]
  exact mul_le_mul_of_nonneg_left hab hc.le
```

## Rounding to a box momentum

Let $E\ge0$ now be an excitation energy measured from the level at rest. The momentum

$$k=\sqrt{(E/c+c)^2-c^2}$$

matches it exactly, because $e(k)=c(E/c+c)=c^2+E$. Set $t=kL/(2\pi)$ and let $n=\lfloor t+\tfrac12\rfloor$ be the nearest integer. Then $|n-t|\le\tfrac12$, so $|p_n-k|\le\pi/L$, and

$$|e(p_n)-e(0)-E|=|e(p_n)-e(k)|\le c\,|p_n-k|\le\frac{\pi c}{L}.$$

The closing `calc` block is this chain of inequalities.

```lean
/-- In a box of length `L > 0`, with `c > 0`, every excitation energy `E ≥ 0` is matched by some
plane wave, measured from the level at rest, to within `πc/L`. -/
theorem exists_box_level {c L E : ℝ} (hc : 0 < c) (hL : 0 < L) (hE : 0 ≤ E) :
    ∃ n : ℕ, |energy c (boxMomentum L n) - energy c 0 - E| ≤ Real.pi * c / L := by
  have hpi := Real.pi_pos
  -- the momentum k at which the excitation energy is exactly E
  obtain ⟨k, hk0, hk⟩ : ∃ k : ℝ, 0 ≤ k ∧ energy c k = c ^ 2 + E := by
    have hd : 0 ≤ E / c := by positivity
    refine ⟨Real.sqrt ((E / c + c) ^ 2 - c ^ 2), Real.sqrt_nonneg _, ?_⟩
    unfold energy
    rw [Real.sq_sqrt (by nlinarith [mul_nonneg hd hc.le]), sub_add_cancel,
      Real.sqrt_sq (by positivity), mul_add, mul_div_cancel₀ E hc.ne']
    ring
  -- round k to the nearest box momentum
  set t : ℝ := k * L / (2 * Real.pi) with ht
  have ht0 : 0 ≤ t := by positivity
  have h1 := Nat.floor_le (show 0 ≤ t + 1 / 2 by positivity)
  have h2 := Nat.lt_floor_add_one (t + 1 / 2)
  refine ⟨⌊t + 1 / 2⌋₊, ?_⟩
  set n := ⌊t + 1 / 2⌋₊
  have hn : |(n : ℝ) - t| ≤ 1 / 2 := abs_le.mpr ⟨by linarith, by linarith⟩
  have hdiff : boxMomentum L n - k = 2 * Real.pi / L * ((n : ℝ) - t) := by
    rw [ht]
    unfold boxMomentum
    field_simp
  have hrw : energy c (boxMomentum L n) - energy c 0 - E
      = energy c (boxMomentum L n) - energy c k := by
    rw [hk, energy_zero hc]
    ring
  rw [hrw]
  calc |energy c (boxMomentum L n) - energy c k|
      ≤ c * |boxMomentum L n - k| := energy_lipschitz hc _ _
    _ = c * (2 * Real.pi / L * |(n : ℝ) - t|) := by
        rw [hdiff, abs_mul, abs_of_pos (show 0 < 2 * Real.pi / L by positivity)]
    _ ≤ c * (2 * Real.pi / L * (1 / 2)) := by gcongr
    _ = Real.pi * c / L := by ring
```

The sign of $E$ matters here. Take $c=1$, $L=2\pi$ and $E=-1$. The allowed error is $\tfrac12$, but $e(p_n)-e(0)\ge0$ for every $n$, so the distance to $E$ is at least 1. In general the same argument excludes every $E<-\pi c/L$, while for $-\pi c/L\le E<0$ the choice $n=0$ still works.

## A mixed pair near every energy

With one electron of each kind this restriction disappears, since the pair energy $e(p_n)-e(p_m)$ can have either sign. Let $E$ be any real number.

- If $E\ge0$, put the negative-energy electron at rest, $m=0$, and choose $n$ by rounding.
- If $E\le0$, put the positive-energy electron at rest, $n=0$, and choose $m$ by rounding for $-E$. Then $|E-(e(0)-e(p_m))|=|e(p_m)-e(0)-(-E)|$.

In both cases the distance is at most $\pi c/L$. The state is $\Psi=u(p_n)v(p_m)^{\mathsf T}$, and it is an eigenstate by the product rule. It is not zero, because its entry in row 0 and column 1 is $(e(p_n)+c^2)(e(p_m)+c^2)>0$. Its norm is the product of the two spinor norms.

The theorem says that for all $c,L>0$ and every real $E$ there are natural numbers $n,m$ and an amplitude $\Psi$ of this form which is nonzero, is an eigenstate with energy $e(p_n)-e(p_m)$, and has that energy within $\pi c/L$ of $E$.

```lean
/-- For `c, L > 0` and any real energy `E`, the free two-electron Dirac Hamiltonian in the box has
an eigenstate, with one electron of positive and one of negative energy, within `πc/L` of `E`. -/
theorem continuum_dissolution {c L : ℝ} (hc : 0 < c) (hL : 0 < L) (E : ℝ) :
    ∃ n m : ℕ, ∃ Ψ : Matrix (Fin 2) (Fin 2) ℝ,
      Ψ = vecMulVec (posSpinor c (boxMomentum L n)) (negSpinor c (boxMomentum L m)) ∧ Ψ ≠ 0 ∧
      twoElectron c (boxMomentum L n) (boxMomentum L m) Ψ
        = (energy c (boxMomentum L n) - energy c (boxMomentum L m)) • Ψ ∧
      |E - (energy c (boxMomentum L n) - energy c (boxMomentum L m))| ≤ Real.pi * c / L := by
  have h0 : boxMomentum L 0 = 0 := by simp [boxMomentum]
  -- one electron stays at rest; the sign of E decides which one
  obtain ⟨n, m, hnm⟩ : ∃ n m : ℕ,
      |E - (energy c (boxMomentum L n) - energy c (boxMomentum L m))| ≤ Real.pi * c / L := by
    rcases le_total 0 E with hE | hE
    · obtain ⟨n, hn⟩ := exists_box_level hc hL hE
      refine ⟨n, 0, ?_⟩
      rw [h0, abs_sub_comm]
      exact hn
    · obtain ⟨m, hm⟩ := exists_box_level hc hL (neg_nonneg.mpr hE)
      refine ⟨0, m, ?_⟩
      rw [h0]
      convert hm using 2
      ring
  refine ⟨n, m, _, rfl, ?_, ?_, hnm⟩
  · intro h
    have h01 := congrFun (congrFun h 0) 1
    have hpos : ∀ p, 0 < energy c p + c ^ 2 := fun p => by
      unfold energy
      positivity
    have hprod := mul_pos (hpos (boxMomentum L n)) (hpos (boxMomentum L m))
    simp only [Matrix.vecMulVec_apply, Matrix.zero_apply] at h01
    exact hprod.ne' h01
  · rw [sub_eq_add_neg]
    exact twoElectron_product (dirac_spinors c _).1 (dirac_spinors c _).2
```

Continuum dissolution, also called the Brown–Ravenhall disease, usually means that a bound state is lost once the interaction couples it to pairs of this kind. The theorem supplies the coincidence in energy for free electrons. It contains no coupling, and $E$ is a given number, not an eigenvalue of an interacting Hamiltonian.

For a concrete case, let $E=2c^2-B$ with a binding energy $B$ much smaller than $c^2$. With the negative-energy electron at rest, the other must have $e(k)=3c^2-B$, hence $k\approx2\sqrt2\,c$. The offending pair therefore contains a positive-energy electron of very high momentum.

## Denominators below any threshold

Given $\varepsilon>0$, take $L_0=2\pi c/\varepsilon$. For every $L\ge L_0$ the bound becomes $\pi c/L\le\varepsilon/2<\varepsilon$. Every box of at least this length thus has a mixed pair with $|E-(e(p_n)-e(p_m))|<\varepsilon$. The numbers $n$ and $m$ may change with $L$.

```lean
/-- For `c > 0`, any real energy `E` and any `ε > 0`, every sufficiently long box has momenta `p_n`
and `p_m` for which `E - (e(p_n) - e(p_m))` is below `ε` in size. -/
theorem small_denominators {c ε : ℝ} (hc : 0 < c) (hε : 0 < ε) (E : ℝ) :
    ∃ L₀ : ℝ, 0 < L₀ ∧ ∀ L ≥ L₀, ∃ n m : ℕ,
      |E - (energy c (boxMomentum L n) - energy c (boxMomentum L m))| < ε := by
  have hpi := Real.pi_pos
  have hL₀ : 0 < 2 * Real.pi * c / ε := by positivity
  refine ⟨2 * Real.pi * c / ε, hL₀, fun L hL => ?_⟩
  have hLpos : 0 < L := lt_of_lt_of_le hL₀ hL
  obtain ⟨n, m, _, _, _, _, h⟩ := continuum_dissolution hc hLpos E
  refine ⟨n, m, lt_of_le_of_lt h ?_⟩
  have h2 : 2 * Real.pi * c ≤ L * ε := (div_le_iff₀ hε).mp hL
  rw [div_lt_iff₀ hLpos]
  nlinarith [mul_pos hpi hc]
```

## The gap between positive-energy pairs and $E$

If both electrons have positive energy, the product rule gives the pair energy $e(p)+e(q)$. Since $\sqrt{k^2+c^2}\ge c$, every $e(k)$ is at least $c^2$, and

$$e(p)+e(q)-E\ge2c^2-E.$$

With free-electron energies for $e_r$ and $e_s$, this is the denominator of the pair sum with its sign reversed. The bound involves no box length and is attained when both electrons are at rest, which the Pauli principle allows if their spins are opposite (at $p=0$ the two spin blocks coincide). It keeps the denominator away from zero when $E<2c^2$; for $E=2c^2-B$ with $B>0$, the denominator has size at least $B$. In an atom or molecule, bound virtuals can lie below $c^2$, and this bound does not carry over to them.

```lean
/-- For `c > 0`, the product of two positive-energy spinors is an eigenstate of energy
`e(p) + e(q)`, and for every real `E` the difference `e(p) + e(q) - E` is at least `2c² - E`. -/
theorem projected_gap {c : ℝ} (hc : 0 < c) (p q E : ℝ) :
    twoElectron c p q (vecMulVec (posSpinor c p) (posSpinor c q))
        = (energy c p + energy c q) • vecMulVec (posSpinor c p) (posSpinor c q) ∧
      2 * c ^ 2 - E ≤ energy c p + energy c q - E := by
  refine ⟨twoElectron_product (dirac_spinors c p).1 (dirac_spinors c q).1, ?_⟩
  -- the rest energy is the minimum of the dispersion relation
  have hmin : ∀ k, c ^ 2 ≤ energy c k := fun k => by
    have h : c ≤ Real.sqrt (k ^ 2 + c ^ 2) := Real.le_sqrt_of_sq_le (by nlinarith [sq_nonneg k])
    unfold energy
    nlinarith [mul_le_mul_of_nonneg_left h hc.le]
  linarith [hmin p, hmin q]

end

end ContinuumDissolution
```

```lean
#print axioms ContinuumDissolution.continuum_dissolution
-- 'ContinuumDissolution.continuum_dissolution' depends on axioms: [propext, Classical.choice, Quot.sound]
#print axioms ContinuumDissolution.small_denominators
-- 'ContinuumDissolution.small_denominators' depends on axioms: [propext, Classical.choice, Quot.sound]
#print axioms ContinuumDissolution.projected_gap
-- 'ContinuumDissolution.projected_gap' depends on axioms: [propext, Classical.choice, Quot.sound]
```

In an explicitly correlated calculation, removing spinors from the virtual list does not complete the projection. A correlation factor that depends on the distance between the electrons, applied to a pair of positive-energy spinors, in general produces negative-energy components again, so the projector has to act on the correlated pair function as well.
